# The symmetric imaginary-time step lowers a harmonic oscillator's frequency by t²w³/24 to leading order

Take an oscillator of unit mass and frequency \(w=1\), with \(\hbar=1\), and one imaginary-time step of length \(t=1\): half a step of potential, a full step of free motion, half a step of potential. Let momentum mean mass times the derivative of position with respect to imaginary time. On the pair (position, momentum) the step is then

\[
\begin{pmatrix}1&0\\ \tfrac12&1\end{pmatrix}
\begin{pmatrix}1&1\\ 0&1\end{pmatrix}
\begin{pmatrix}1&0\\ \tfrac12&1\end{pmatrix}
=\begin{pmatrix}\tfrac32&1\\ \tfrac54&\tfrac32\end{pmatrix}.
\]

Its eigenvalues are \((3\pm\sqrt5)/2\), about 2.618 and 0.382. Exact motion would give \(e^{\pm1}\), about 2.718 and 0.368. The step is the exact motion of a slightly slower and heavier oscillator, of frequency \(\ln 2.618\approx0.9624\) and mass about 1.162.

## The effective frequency and its error

For \(w,t>0\) define

\[
W=\frac2t\,\operatorname{arsinh}\frac{tw}{2},\qquad
\Omega=w\sqrt{1+(tw/2)^2}.
\]

The step has eigenvalues \(e^{tW}\) and \(e^{-tW}\), and the corresponding integral kernel has the eigenfunction \(e^{-\Omega x^2/2}\) with eigenvalue \(e^{-tW/2}\). The energy read from that eigenvalue is \(W/2\) instead of \(w/2\). Moreover \(W<w\), and

\[
-\frac{t^2w^3}{24}\;\le\;W-w\;\le\;-\frac{t^2w^3}{24}+\frac{3t^4w^5}{640},
\]

so \((W-w)/t^2\to-w^3/24\) as \(t\to0^+\).

## The step in diffusion and path-integral Monte Carlo

In diffusion Monte Carlo without a guiding function, and with the reference energy set to zero, a walker at \(y\) moves to \(x=y+\sqrt t\,\xi\), with \(\xi\) a standard normal number, and its weight is multiplied by \(e^{-tw^2(x^2+y^2)/4}\). Once the weighted walker density is proportional to \(e^{-\Omega x^2/2}\), each step multiplies the expected total weight by \(e^{-tW/2}\). The growth rate then gives the energy \(W/2\), which is 0.4812 for \(t=w=1\).

A path-integral code with the primitive action multiplies the same kernels. Neighbouring half steps merge, and slice \(k\) contributes \((x_k-x_{k+1})^2/(2t)+tw^2x_k^2/2\) to the action. The path of least action between fixed ends obeys \(x_{k+1}+x_{k-1}=(2+t^2w^2)x_k\), and the matrix of the symmetric step for general \(t\) and \(w\) generates this recursion.

For an electron gas crystallised at low density, treated in the harmonic approximation and without exchange, the result applies separately to each normal mode of nonzero frequency, and the stiffest modes have the largest error.

## From double angles to the frequency bounds

**Hyperbolic functions.** Put \(a=\operatorname{arsinh}(tw/2)\), so that \(tW=2a\), \(\sinh a=tw/2\) and \(\cosh a=\sqrt{1+(tw/2)^2}\). The double-angle formulas give

\[
\cosh tW=\cosh^2a+\sinh^2a=1+\tfrac12t^2w^2,\qquad
\sinh tW=2\sinh a\cosh a=t\Omega .
\]

This is `cosh_sinh_effFreq`, which rewrites with the same formulas.

**Eigenvalues and powers.** Write \(c=1+t^2w^2/2\). Multiplying out (`step_eq`) gives

\[
M=\begin{pmatrix}c&t\\ t\Omega^2&c\end{pmatrix}
=\begin{pmatrix}\cosh tW&\sinh(tW)/\Omega\\ \Omega\sinh tW&\cosh tW\end{pmatrix}.
\]

Since \(c^2-t^2\Omega^2=1\), the characteristic polynomial is
\(\mu^2-2c\mu+1=(\mu-e^{tW})(\mu-e^{-tW})\). In `step_eigenvalue_iff`, the existence of an eigenvector is first turned into a vanishing determinant, and `linear_combination` then checks this factorisation.

For \(M^n\), replace \(tW\) by \(ntW\) in the last matrix. At \(n=0\) this is the identity. Multiplying by one more \(M\) gives, for the upper row,

\[
\cosh ntW\cosh tW+\sinh ntW\sinh tW=\cosh (n+1)tW,
\]
\[
\frac{\cosh ntW\sinh tW+\sinh ntW\cosh tW}{\Omega}=\frac{\sinh (n+1)tW}{\Omega},
\]

and the lower row follows in the same way. `step_pow` is this induction.

**The Gaussian.** Let \(E=e^{tW}=c+t\Omega\) and \(F=e^{-tW}=c-t\Omega\), so \(EF=1\). The kernel times \(e^{-\Omega y^2/2}\) has an exponent which, multiplied by \(-2t\), is

\[
cx^2-2xy+Ey^2=E(y-Fx)^2+(c-F)x^2=E(y-Fx)^2+t\Omega x^2 .
\]

The integral over \(y\) is therefore

\[
\frac{e^{-\Omega x^2/2}}{\sqrt{2\pi t}}\int e^{-E(y-Fx)^2/(2t)}\,dy
=\frac{e^{-\Omega x^2/2}}{\sqrt{2\pi t}}\sqrt{\frac{2\pi t}{E}}
=e^{-tW/2}e^{-\Omega x^2/2}.
\]

In `gaussian_eigenfunction`, `hpt` completes the square and `hroot` evaluates the root; between them the integral is shifted by \(Fx\) and Mathlib's `integral_gaussian` is applied.

**Bounds and limit.** Because \(\sinh a>a\) for \(a>0\), we have \(tw/2>tW/2\), hence \(W<w\) (`effFreq_lt`). For the size of the error, set \(r=\sqrt{1+y^2}\ge1\). The derivative of \(\operatorname{arsinh}y\) is \(1/r\), and

\[
\frac1r-\Bigl(1-\frac{y^2}2\Bigr)=\frac{(r-1)^2(r+2)}{2r}\ge0,
\]
\[
1-\frac{y^2}2+\frac{3y^4}8-\frac1r=\frac{(r-1)^3(3r^2+9r+8)}{8r}\ge0 .
\]

Integrating from 0 to \(x\ge0\) gives

\[
x-\frac{x^3}6\le\operatorname{arsinh}x\le x-\frac{x^3}6+\frac{3x^5}{40}.
\]

`arsinh_bounds` replaces the integration by monotonicity: each difference vanishes at 0 and has a nonnegative derivative. Setting \(x=tw/2\) and multiplying by \(2/t\) yields `effFreq_bounds`. Dividing the error by \(t^2\) leaves it between \(-w^3/24\) and \(-w^3/24+3t^2w^5/640\), and `tendsto_effFreq_error` squeezes.

## The Lean file

```lean
import Mathlib

open Matrix Filter
open scoped Topology

namespace OscillatorTimeStep

noncomputable section

/-- Half a time step under the potential `w² x² / 2`, acting on the pair (position, momentum) in
imaginary time. -/
def potentialHalfStep (w t : ℝ) : Matrix (Fin 2) (Fin 2) ℝ := !![1, 0; t * w ^ 2 / 2, 1]

/-- A full time step of free motion at unit mass, acting on (position, momentum). -/
def kineticStep (t : ℝ) : Matrix (Fin 2) (Fin 2) ℝ := !![1, t; 0, 1]

/-- The symmetric imaginary-time step: half potential, full kinetic, half potential. -/
def step (w t : ℝ) : Matrix (Fin 2) (Fin 2) ℝ :=
  potentialHalfStep w t * kineticStep t * potentialHalfStep w t

/-- The effective frequency `W = (2/t) arsinh (t w / 2)`, for a time step `t ≠ 0`. -/
def effFreq (w t : ℝ) : ℝ := 2 / t * Real.arsinh (t * w / 2)

/-- The effective stiffness `Ω = w √(1 + (t w / 2)²)`. -/
def stiffness (w t : ℝ) : ℝ := w * √(1 + (t * w / 2) ^ 2)

/-- The position-space kernel of `exp(-tV/2) exp(-tT) exp(-tV/2)` for the oscillator with
unit mass and `ħ = 1`, for `t > 0`. -/
def stepKernel (w t x y : ℝ) : ℝ :=
  Real.exp (-(t * w ^ 2 * x ^ 2 / 4)) *
    (Real.exp (-((x - y) ^ 2 / (2 * t))) / √(2 * Real.pi * t)) *
    Real.exp (-(t * w ^ 2 * y ^ 2 / 4))

/-- For `t > 0` the effective frequency satisfies `cosh (tW) = 1 + t²w²/2` and
`sinh (tW) = tΩ`. -/
theorem cosh_sinh_effFreq (w : ℝ) {t : ℝ} (ht : 0 < t) :
    Real.cosh (t * effFreq w t) = 1 + t ^ 2 * w ^ 2 / 2 ∧
      Real.sinh (t * effFreq w t) = t * stiffness w t := by
  have h : t * effFreq w t = 2 * Real.arsinh (t * w / 2) := by
    unfold effFreq
    rw [← mul_assoc, mul_div_cancel₀ 2 ht.ne']
  have hs : √(1 + (t * w / 2) ^ 2) ^ 2 = 1 + (t * w / 2) ^ 2 :=
    Real.sq_sqrt (by positivity)
  rw [h, Real.cosh_two_mul, Real.sinh_two_mul, Real.sinh_arsinh, Real.cosh_arsinh]
  constructor
  · rw [hs]; ring
  · unfold stiffness; ring

/-- The symmetric step multiplied out. -/
theorem step_eq (w t : ℝ) : step w t =
    !![1 + t ^ 2 * w ^ 2 / 2, t;
      t * w ^ 2 * (1 + (t * w / 2) ^ 2), 1 + t ^ 2 * w ^ 2 / 2] := by
  ext i j
  fin_cases i <;> fin_cases j <;>
    simp [step, potentialHalfStep, kineticStep, Matrix.mul_apply, Fin.sum_univ_succ] <;> ring

/-- For `t > 0` the eigenvalues of the symmetric step are exactly `exp (tW)` and
`exp (-tW)`. -/
theorem step_eigenvalue_iff (w : ℝ) {t : ℝ} (ht : 0 < t) (μ : ℝ) :
    (∃ v : Fin 2 → ℝ, v ≠ 0 ∧ step w t *ᵥ v = μ • v) ↔
      μ = Real.exp (t * effFreq w t) ∨ μ = Real.exp (-(t * effFreq w t)) := by
  have h : (∃ v : Fin 2 → ℝ, v ≠ 0 ∧ step w t *ᵥ v = μ • v) ↔
      (step w t - μ • (1 : Matrix (Fin 2) (Fin 2) ℝ)).det = 0 := by
    rw [← Matrix.exists_mulVec_eq_zero_iff]
    simp only [Matrix.sub_mulVec, Matrix.smul_mulVec, Matrix.one_mulVec, sub_eq_zero]
  have hdet : (step w t - μ • (1 : Matrix (Fin 2) (Fin 2) ℝ)).det =
      μ ^ 2 - 2 * (1 + t ^ 2 * w ^ 2 / 2) * μ + 1 := by
    rw [step_eq, Matrix.det_fin_two]
    simp
    ring
  -- the characteristic polynomial factorises over the two exponentials
  have hprod : Real.exp (t * effFreq w t) * Real.exp (-(t * effFreq w t)) = 1 := by
    rw [← Real.exp_add, add_neg_cancel, Real.exp_zero]
  have hfac : μ ^ 2 - 2 * (1 + t ^ 2 * w ^ 2 / 2) * μ + 1 =
      (μ - Real.exp (t * effFreq w t)) * (μ - Real.exp (-(t * effFreq w t))) := by
    rw [← (cosh_sinh_effFreq w ht).1, Real.cosh_eq]
    linear_combination -hprod
  rw [h, hdet, hfac, mul_eq_zero, sub_eq_zero, sub_eq_zero]

/-- For `w, t > 0`, `n` symmetric steps are the exact imaginary-time motion over the time `n t`, on
(position, momentum), of an oscillator with frequency `W` and mass `Ω / W`. -/
theorem step_pow {w t : ℝ} (hw : 0 < w) (ht : 0 < t) (n : ℕ) :
    step w t ^ n =
      !![Real.cosh (n * (t * effFreq w t)),
          Real.sinh (n * (t * effFreq w t)) / stiffness w t;
        stiffness w t * Real.sinh (n * (t * effFreq w t)),
          Real.cosh (n * (t * effFreq w t))] := by
  have hΩ : stiffness w t ≠ 0 := by
    unfold stiffness
    positivity
  have hsq : stiffness w t ^ 2 = w ^ 2 * (1 + (t * w / 2) ^ 2) := by
    unfold stiffness
    rw [mul_pow, Real.sq_sqrt (by positivity)]
  obtain ⟨hc, hs⟩ := cosh_sinh_effFreq w ht
  induction n with
  | zero => simp [Matrix.one_fin_two]
  | succ n ih =>
    have hn : ((n + 1 : ℕ) : ℝ) * (t * effFreq w t) =
        n * (t * effFreq w t) + t * effFreq w t := by
      push_cast
      ring
    -- one more step is the addition theorem for cosh and sinh
    rw [pow_succ, ih, step_eq, hn, Real.cosh_add, Real.sinh_add, hc, hs, Matrix.mul_fin_two,
      mul_assoc t, ← hsq]
    congr! 3 <;> field_simp <;> ring

/-- For `t > 0` the Gaussian `exp (-Ω x² / 2)` is an eigenfunction of the oscillator's
symmetric imaginary-time step, with eigenvalue `exp (-t W / 2)`. -/
theorem gaussian_eigenfunction (w : ℝ) {t : ℝ} (ht : 0 < t) (x : ℝ) :
    ∫ y, stepKernel w t x y * Real.exp (-(stiffness w t * y ^ 2 / 2)) =
      Real.exp (-(t * (effFreq w t / 2))) * Real.exp (-(stiffness w t * x ^ 2 / 2)) := by
  obtain ⟨hc, hs⟩ := cosh_sinh_effFreq w ht
  obtain ⟨E, hEd⟩ : ∃ E, E = Real.exp (t * effFreq w t) := ⟨_, rfl⟩
  obtain ⟨F, hFd⟩ : ∃ F, F = Real.exp (-(t * effFreq w t)) := ⟨_, rfl⟩
  have hE0 : E ≠ 0 := by rw [hEd]; exact Real.exp_ne_zero _
  have hEF : E * F = 1 := by
    rw [hEd, hFd, ← Real.exp_add, add_neg_cancel, Real.exp_zero]
  have hE : E = 1 + t ^ 2 * w ^ 2 / 2 + t * stiffness w t := by
    rw [hEd, ← Real.cosh_add_sinh, hc, hs]
  have hF : F = 1 + t ^ 2 * w ^ 2 / 2 - t * stiffness w t := by
    rw [hFd, ← Real.cosh_sub_sinh, hc, hs]
  -- complete the square in the exponent
  have hpt : ∀ y, stepKernel w t x y * Real.exp (-(stiffness w t * y ^ 2 / 2)) =
      Real.exp (-(stiffness w t * x ^ 2 / 2)) / √(2 * Real.pi * t) *
        Real.exp (-(E / (2 * t)) * (y - x * F) ^ 2) := by
    intro y
    have hq : E * (y - x * F) ^ 2 = E * y ^ 2 - 2 * x * y + x ^ 2 * F := by
      linear_combination (-2 * x * y + x ^ 2 * F) * hEF
    have hexp : Real.exp (-(t * w ^ 2 * x ^ 2 / 4)) * Real.exp (-((x - y) ^ 2 / (2 * t))) *
        Real.exp (-(t * w ^ 2 * y ^ 2 / 4)) * Real.exp (-(stiffness w t * y ^ 2 / 2)) =
        Real.exp (-(stiffness w t * x ^ 2 / 2)) *
          Real.exp (-(E / (2 * t)) * (y - x * F) ^ 2) := by
      simp only [← Real.exp_add]
      congr 1
      rw [show -(E / (2 * t)) * (y - x * F) ^ 2 = -(E * (y - x * F) ^ 2) / (2 * t) by ring,
        hq, hE, hF]
      field_simp
      ring
    unfold stepKernel
    linear_combination (1 / √(2 * Real.pi * t)) * hexp
  have hroot : √(Real.pi / (E / (2 * t))) =
      √(2 * Real.pi * t) * Real.exp (-(t * (effFreq w t / 2))) := by
    have h2 : Real.exp (-(t * (effFreq w t / 2))) ^ 2 = F := by
      rw [hFd, sq, ← Real.exp_add]
      congr 1
      ring
    have h3 : Real.pi / (E / (2 * t)) =
        2 * Real.pi * t * Real.exp (-(t * (effFreq w t / 2))) ^ 2 := by
      rw [h2, div_div_eq_mul_div, div_eq_iff hE0]
      linear_combination (-2 * Real.pi * t) * hEF
    rw [h3, Real.sqrt_mul (by positivity), Real.sqrt_sq (Real.exp_pos _).le]
  have hne : √(2 * Real.pi * t) ≠ 0 := by positivity
  simp_rw [hpt]
  rw [MeasureTheory.integral_const_mul,
    MeasureTheory.integral_sub_right_eq_self
      (fun y => Real.exp (-(E / (2 * t)) * y ^ 2)) (x * F),
    integral_gaussian, hroot]
  field_simp

/-- For `w, t > 0` the effective frequency lies strictly below the true one. -/
theorem effFreq_lt {w t : ℝ} (hw : 0 < w) (ht : 0 < t) : effFreq w t < w := by
  have h := Real.self_lt_sinh_iff.2 (Real.arsinh_pos_iff.2 (show 0 < t * w / 2 by positivity))
  rw [Real.sinh_arsinh] at h
  unfold effFreq
  rw [div_mul_eq_mul_div, div_lt_iff₀ ht]
  linarith

/-- For `x ≥ 0`, `arsinh x` lies between its Taylor polynomials of degree three and five. -/
theorem arsinh_bounds {x : ℝ} (hx : 0 ≤ x) :
    x - x ^ 3 / 6 ≤ Real.arsinh x ∧
      Real.arsinh x ≤ x - x ^ 3 / 6 + 3 * x ^ 5 / 40 := by
  have k : ∀ s : ℝ, 1 ≤ s → 0 ≤ s⁻¹ - (1 - (s ^ 2 - 1) / 2) ∧
      0 ≤ 1 - (s ^ 2 - 1) / 2 + 3 * (s ^ 2 - 1) ^ 2 / 8 - s⁻¹ := by
    intro s h
    have hs : 0 < s := by linarith
    have e1 : s⁻¹ - (1 - (s ^ 2 - 1) / 2) = (s - 1) ^ 2 * (s + 2) / (2 * s) := by
      field_simp
      ring
    have e2 : 1 - (s ^ 2 - 1) / 2 + 3 * (s ^ 2 - 1) ^ 2 / 8 - s⁻¹ =
        (s - 1) ^ 3 * (3 * s ^ 2 + 9 * s + 8) / (8 * s) := by
      field_simp
      ring
    rw [e1, e2]
    exact ⟨by positivity, div_nonneg
      (mul_nonneg (pow_nonneg (sub_nonneg.2 h) 3) (by positivity)) (by positivity)⟩
  have b : ∀ y : ℝ, 0 ≤ (√(1 + y ^ 2))⁻¹ - (1 - y ^ 2 / 2) ∧
      0 ≤ 1 - y ^ 2 / 2 + 3 * y ^ 4 / 8 - (√(1 + y ^ 2))⁻¹ := by
    intro y
    have h := k (√(1 + y ^ 2)) (Real.le_sqrt_of_sq_le (by nlinarith [sq_nonneg y]))
    rw [Real.sq_sqrt (by positivity)] at h
    exact ⟨by linarith [h.1], by linarith [h.2]⟩
  have p3 : ∀ y : ℝ, HasDerivAt (fun z : ℝ => z ^ 3) (3 * y ^ 2) y := fun y => by
    simpa using hasDerivAt_pow 3 y
  have p5 : ∀ y : ℝ, HasDerivAt (fun z : ℝ => z ^ 5) (5 * y ^ 4) y := fun y => by
    simpa using hasDerivAt_pow 5 y
  -- both differences vanish at zero and have nonnegative derivative
  have d1 : ∀ y : ℝ, HasDerivAt (fun z => Real.arsinh z - (z - z ^ 3 / 6))
      ((√(1 + y ^ 2))⁻¹ - (1 - y ^ 2 / 2)) y := fun y =>
    ((Real.hasDerivAt_arsinh y).fun_sub
      ((hasDerivAt_id' y).fun_sub ((p3 y).div_const 6))).congr_deriv (by ring)
  have d2 : ∀ y : ℝ, HasDerivAt (fun z => z - z ^ 3 / 6 + 3 / 40 * z ^ 5 - Real.arsinh z)
      (1 - y ^ 2 / 2 + 3 * y ^ 4 / 8 - (√(1 + y ^ 2))⁻¹) y := fun y =>
    ((((hasDerivAt_id' y).fun_sub ((p3 y).div_const 6)).fun_add
      ((p5 y).const_mul (3 / 40))).fun_sub (Real.hasDerivAt_arsinh y)).congr_deriv (by ring)
  have m1 := monotone_of_deriv_nonneg (fun y => (d1 y).differentiableAt)
    (fun y => by rw [(d1 y).deriv]; exact (b y).1) hx
  have m2 := monotone_of_deriv_nonneg (fun y => (d2 y).differentiableAt)
    (fun y => by rw [(d2 y).deriv]; exact (b y).2) hx
  norm_num at m1 m2
  constructor <;> linarith

/-- For `w, t > 0` the frequency error is `-t²w³/24` up to a nonnegative remainder of at most
`3t⁴w⁵/640`. -/
theorem effFreq_bounds {w t : ℝ} (hw : 0 < w) (ht : 0 < t) :
    -(t ^ 2 * w ^ 3 / 24) ≤ effFreq w t - w ∧
      effFreq w t - w ≤ -(t ^ 2 * w ^ 3 / 24) + 3 * t ^ 4 * w ^ 5 / 640 := by
  obtain ⟨h1, h2⟩ := arsinh_bounds (show 0 ≤ t * w / 2 by positivity)
  have hW : t * effFreq w t = 2 * Real.arsinh (t * w / 2) := by
    unfold effFreq
    rw [← mul_assoc, mul_div_cancel₀ 2 ht.ne']
  constructor
  · refine le_of_mul_le_mul_left ?_ ht
    linarith
  · refine le_of_mul_le_mul_left ?_ ht
    linarith

/-- For `w > 0` the time-step error of the frequency is quadratic:
`(W - w) / t²` tends to `-w³/24` as `t` tends to zero from above. -/
theorem tendsto_effFreq_error {w : ℝ} (hw : 0 < w) :
    Tendsto (fun t => (effFreq w t - w) / t ^ 2) (𝓝[>] 0) (𝓝 (-(w ^ 3 / 24))) := by
  have hup : Tendsto (fun t : ℝ => -(w ^ 3 / 24) + 3 * t ^ 2 * w ^ 5 / 640)
      (𝓝[>] 0) (𝓝 (-(w ^ 3 / 24))) :=
    (Continuous.tendsto' (by fun_prop) 0 _ (by simp)).mono_left nhdsWithin_le_nhds
  refine tendsto_of_tendsto_of_tendsto_of_le_of_le' tendsto_const_nhds hup ?_ ?_
  · filter_upwards [self_mem_nhdsWithin] with t ht
    have ht' : 0 < t := ht
    rw [le_div_iff₀ (by positivity)]
    linarith [(effFreq_bounds hw ht').1]
  · filter_upwards [self_mem_nhdsWithin] with t ht
    have ht' : 0 < t := ht
    rw [div_le_iff₀ (by positivity)]
    linarith [(effFreq_bounds hw ht').2]

end

end OscillatorTimeStep
```

```lean
#print axioms OscillatorTimeStep.step_eigenvalue_iff
-- 'OscillatorTimeStep.step_eigenvalue_iff' depends on axioms: [propext, Classical.choice, Quot.sound]
#print axioms OscillatorTimeStep.step_pow
-- 'OscillatorTimeStep.step_pow' depends on axioms: [propext, Classical.choice, Quot.sound]
#print axioms OscillatorTimeStep.effFreq_lt
-- 'OscillatorTimeStep.effFreq_lt' depends on axioms: [propext, Classical.choice, Quot.sound]
#print axioms OscillatorTimeStep.tendsto_effFreq_error
-- 'OscillatorTimeStep.tendsto_effFreq_error' depends on axioms: [propext, Classical.choice, Quot.sound]
```

## One harmonic mode, with the kernel as a definition

In the file, `effFreq w t` is \(W\), `stiffness w t` is \(\Omega\), and `step w t` is the real 2×2 matrix \(M\). The name "stiffness" stands for mass times frequency, not for a spring constant. `step_eigenvalue_iff` says that a real number \(\mu\) has a nonzero eigenvector exactly when it is one of the two exponentials. The filter `𝓝[>] 0` in the limit means that \(t\) approaches zero through positive values.

`stepKernel` is the explicit position-space formula for \(e^{-tV/2}e^{-tT}e^{-tV/2}\), with \(V=w^2x^2/2\) and \(T\) the kinetic energy. The formula is taken as a definition and not derived from the operators. `gaussian_eigenfunction` establishes one eigenfunction for each step length; it does not show that its eigenvalue is the largest, nor does it give the excited levels. It allows every real \(w\), but the Gaussian is normalisable only for \(w>0\).

The condition \(w>0\) in `effFreq_lt` can't be weakened to \(w\ge0\): at \(w=0\) the particle is free and \(W=w=0\), so the strict inequality fails. The same case breaks the formula in `step_pow`. There \(M^n\) has the upper-right entry \(nt\), while \(\Omega=0\) makes the stated entry a division by zero, which Lean evaluates to 0.

The bounds concern the frequency, and so an energy read from the eigenvalue. They say nothing about other estimators, such as an average of \(x^2\) or the energy that a path-integral code obtains by differentiating the partition function with respect to inverse temperature at a fixed number of slices. Nor do they cover statistical noise, anharmonic potentials, Coulomb singularities or fermion exchange.
